# The \(n!\) permutation operators on \(n\) copies of \(\mathbb{C}^d\) are linearly independent exactly when \(n \le d\)

Suppose the Hamiltonian of three spins 1/2 is to be written as a combination of the six permutation operators of the spins, and the six coefficients are to be read off from its matrix. The linear system for them is singular: two different sets of coefficients give the same Hamiltonian. With the spins numbered 0, 1, 2, the reason is the relation

\[
1 - P_{01} - P_{12} - P_{02} + P_{012} + P_{021} = 0 ,
\]

where \(P_{ij}\) exchanges two spins and \(P_{012}\), \(P_{021}\) are the two cyclic permutations. The same number can be added to both cyclic coefficients and compensated in the other four, so a fitted value of either one means nothing until the form of the Hamiltonian has been fixed in some other way. The difference of the two cyclic coefficients is not affected. For three particles with three levels each, the six operators are independent and the coefficients are unique.

The general question is when such relations exist for \(n\) particles with \(d\) levels each. The answer has two parts:

- The \(n!\) permutation operators are linearly independent if and only if \(n \le d\).
- Their signed sum, the antisymmetrizer, vanishes if and only if \(n > d\).

The relation above is the second statement for \(n = 3\), \(d = 2\), written out.

## From exchange signs to linear independence

Number the particles \(0, \dots, n-1\). A configuration \(s\) assigns a level \(s(i)\) to each particle \(i\), and a state \(\psi\) assigns a complex amplitude \(\psi(s)\) to each configuration. For a permutation \(\sigma\) of the particles, define

\[
(P_\sigma \psi)(s) = \psi(s \circ \sigma), \qquad
A = \sum_\sigma \operatorname{sgn}(\sigma)\, P_\sigma .
\]

Many textbooks include a factor \(1/n!\) in the antisymmetrizer; here \(A\) has none.

**Composition.** The operators multiply as the permutations do:

\[
(P_\sigma P_\tau \psi)(s) = (P_\tau\psi)(s\circ\sigma) = \psi(s\circ\sigma\circ\tau) = (P_{\sigma\tau}\psi)(s).
\]

**Exchange sign.** Since \(\operatorname{sgn}(\tau)^2 = 1\), we have \(\operatorname{sgn}(\sigma) = \operatorname{sgn}(\tau)\operatorname{sgn}(\tau\sigma)\). As \(\sigma\) runs over all permutations, so does \(\tau\sigma\), and hence

\[
P_\tau A = \sum_\sigma \operatorname{sgn}(\sigma) P_{\tau\sigma}
= \operatorname{sgn}(\tau) \sum_\sigma \operatorname{sgn}(\tau\sigma) P_{\tau\sigma}
= \operatorname{sgn}(\tau)\, A .
\]

Multiplying by \(\operatorname{sgn}(\tau)\) and summing over \(\tau\) gives \(A^2 = \sum_\tau \operatorname{sgn}(\tau)^2 A = n!\,A\), so \(A/n!\) is idempotent.

**Double occupation.** Let \(s(i) = s(j)\) with \(i \ne j\), and let \(\tau\) exchange \(i\) and \(j\). Then \(s \circ \tau = s\), and

\[
(A\psi)(s) = (A\psi)(s\circ\tau) = (P_\tau A\psi)(s) = -(A\psi)(s),
\]

so \((A\psi)(s) = 0\).

**More particles than levels.** If \(n > d\), every configuration puts two particles in one level. Every amplitude of \(A\psi\) is then zero, for every \(\psi\), which means \(A = 0\). Its coefficients are all \(\pm 1\), so this is a non-trivial linear relation among the \(P_\sigma\).

**Enough levels.** If \(n \le d\), choose a configuration \(s\) in which all levels are different. Suppose \(\sum_\sigma c_\sigma P_\sigma = 0\). Fix \(\tau\) and apply the sum to the basis state that has amplitude 1 at \(s\circ\tau\) and 0 elsewhere. The amplitude of the result at \(s\) is

\[
0 = \sum_\sigma c_\sigma\, \delta_{s\circ\sigma,\; s\circ\tau} = c_\tau ,
\]

because \(s\circ\sigma = s\circ\tau\) forces \(\sigma = \tau\) when \(s\) is injective. All coefficients vanish, so the operators are independent. In particular \(A \neq 0\).

**Product states.** For one-particle states \(v_0, \dots, v_{n-1}\), the antisymmetrized product has the amplitude

\[
\sum_\sigma \operatorname{sgn}(\sigma)\prod_i v_i\bigl(s(\sigma(i))\bigr) = \det M, \qquad M_{ab} = v_b(s(a)),
\]

which is a Slater determinant with particles as rows and one-particle states as columns. For orthonormal \(v_i\), the normalised state is this one divided by \(\sqrt{n!}\).

## States and operators as Lean objects

```lean
import Mathlib

open Equiv

namespace PermutationOperators

noncomputable section

/-- States of `n` particles with `d` levels each, given by their amplitudes on the
configurations `s`, where `s i` is the level of particle `i`. -/
abbrev State (n d : ℕ) := (Fin n → Fin d) → ℂ
```

`Fin n` is the set of particle labels \(0, \dots, n-1\) and `Fin d` the set of levels. A term of `State n d` is an amplitude function, which represents a vector in the \(n\)-fold tensor power of \(\mathbb{C}^d\) in the product basis. For a spin 1/2, \(d = 2\); for electrons, a level is a spin orbital, not a spatial orbital. The type carries no inner product, and states need not be normalised.

```lean
/-- The permutation operator of `σ`: the new amplitude at the configuration `s` is the old
amplitude at the permuted configuration `s ∘ σ`. -/
def permOp {n d : ℕ} (σ : Perm (Fin n)) : Module.End ℂ (State n d) where
  toFun ψ := fun s => ψ (s ∘ σ)
  map_add' _ _ := rfl
  map_smul' _ _ := rfl
```

`Module.End ℂ (State n d)` is the space of linear maps from the state space to itself, with composition as its product. The definition also fixes a convention: \(P_\sigma\) moves the level held by particle \(i\) to particle \(\sigma(i)\), as one sees by applying it to a basis state.

```lean
/-- The sign of a permutation as a complex number. -/
def sgn {n : ℕ} (σ : Perm (Fin n)) : ℂ := ((Perm.sign σ : ℤ) : ℂ)

/-- The signed sum of all `n!` permutation operators, without a normalising factor. -/
def antisymmetrizer (n d : ℕ) : Module.End ℂ (State n d) :=
  ∑ σ : Perm (Fin n), sgn σ • permOp σ
```

Mathlib's sign of a permutation is an invertible integer; `sgn` turns it into a complex number so that it can multiply an operator. `antisymmetrizer n d` is the operator \(A\).

## How the signed sum behaves under exchange

```lean
/-- The sign of a permutation squares to one. -/
theorem sgn_mul_self {n : ℕ} (σ : Perm (Fin n)) : sgn σ * sgn σ = 1 := by
  rcases Int.units_eq_one_or (Perm.sign σ) with h | h <;> simp [sgn, h]
```

The sign is either 1 or −1, and both cases are checked.

```lean
/-- Permutation operators compose as the permutations do. -/
theorem permOp_mul {n d : ℕ} (σ τ : Perm (Fin n)) :
    (permOp (σ * τ) : Module.End ℂ (State n d)) = permOp σ * permOp τ := rfl
```

The proof is `rfl` because both sides unfold to the same expression \(\psi(s\circ\sigma\circ\tau)\). With the opposite convention, \(\psi(s\circ\sigma^{-1})\), the order of the factors would be reversed.

```lean
/-- The amplitudes produced by a linear combination of permutation operators. -/
theorem combination_apply {n d : ℕ} (c : Perm (Fin n) → ℂ) (ψ : State n d)
    (s : Fin n → Fin d) :
    (∑ σ, c σ • (permOp σ : Module.End ℂ (State n d))) ψ s = ∑ σ, c σ * ψ (s ∘ σ) := by
  simp [permOp, LinearMap.sum_apply, Finset.sum_apply]
```

This lemma turns an equation between operators into one between amplitudes, for arbitrary coefficients `c`. It is used with the signs as coefficients and, later, with unknown coefficients.

```lean
/-- Permuting the particles after antisymmetrization only multiplies by the sign of the
permutation. -/
theorem permOp_mul_antisymmetrizer {n d : ℕ} (τ : Perm (Fin n)) :
    permOp τ * antisymmetrizer n d = sgn τ • antisymmetrizer n d := by
  refine LinearMap.ext fun ψ => funext fun s => ?_
  change antisymmetrizer n d ψ (s ∘ τ) = sgn τ * antisymmetrizer n d ψ s
  unfold antisymmetrizer
  rw [combination_apply, combination_apply, Finset.mul_sum]
  -- reindex the sum over the group by left multiplication with `τ`
  refine Fintype.sum_equiv (Equiv.mulLeft τ) _ _ fun σ => ?_
  change sgn σ * ψ ((s ∘ τ) ∘ σ) = sgn τ * (sgn (τ * σ) * ψ ((s ∘ τ) ∘ σ))
  have h : sgn (τ * σ) = sgn τ * sgn σ := by simp [sgn]
  rw [h]
  linear_combination (-(sgn σ * ψ ((s ∘ τ) ∘ σ))) * sgn_mul_self τ
```

This is \(P_\tau A = \operatorname{sgn}(\tau)A\), proved one amplitude at a time. `Fintype.sum_equiv (Equiv.mulLeft τ)` performs the change of summation variable from \(\sigma\) to \(\tau\sigma\). What remains is a comparison of single terms, which the multiplicativity of the sign and \(\operatorname{sgn}(\tau)^2 = 1\) settle.

```lean
/-- Antisymmetrizing twice is the same as antisymmetrizing once and multiplying by `n!`. -/
theorem antisymmetrizer_mul_self (n d : ℕ) :
    antisymmetrizer n d * antisymmetrizer n d = n.factorial • antisymmetrizer n d := by
  change (∑ σ : Perm (Fin n), sgn σ • permOp σ) * antisymmetrizer n d = _
  rw [Finset.sum_mul]
  simp only [smul_mul_assoc, permOp_mul_antisymmetrizer, smul_smul, sgn_mul_self, one_smul,
    Finset.sum_const, Finset.card_univ, Fintype.card_perm, Fintype.card_fin]
```

The left factor is expanded as a sum, each term becomes \(\operatorname{sgn}(\tau)^2 A = A\), and counting the permutations gives \(n!\).

## Doubly occupied levels and Slater determinants

```lean
/-- Pauli principle: an antisymmetrized state has zero amplitude on every configuration in
which two different particles occupy the same level. -/
theorem pauli_principle {n d : ℕ} (ψ : State n d) (s : Fin n → Fin d) {i j : Fin n}
    (hij : i ≠ j) (hs : s i = s j) : antisymmetrizer n d ψ s = 0 := by
  -- exchanging the two particles does not change the configuration
  have hswap : s ∘ (swap i j) = s := by
    funext k
    simp only [Function.comp_apply, Equiv.swap_apply_def]
    split_ifs with h1 h2
    · rw [h1]; exact hs.symm
    · rw [h2]; exact hs
    · rfl
  have hsgn : sgn (swap i j) = -1 := by simp [sgn, Perm.sign_swap hij]
  -- but it reverses the sign of the amplitude
  have h := congrFun (LinearMap.congr_fun
    (permOp_mul_antisymmetrizer (d := d) (swap i j)) ψ) s
  change antisymmetrizer n d ψ (s ∘ (swap i j))
    = sgn (swap i j) * antisymmetrizer n d ψ s at h
  rw [hswap, hsgn] at h
  linear_combination h / 2
```

The hypotheses `hij` and `hs` say that two different particles occupy the same level in `s`. `hswap` shows that exchanging them leaves the configuration unchanged, and `hsgn` that the exchange has sign −1. The previous exchange rule, read at `s`, then says that the amplitude equals its own negative, and the last line divides by two.

The name `pauli_principle` refers to a property of vectors of the form \(A\psi\). That electrons occur only in antisymmetric states is a law of nature, which enters when the theorem is applied to them.

```lean
/-- Antisymmetrizing a product of one-particle states `v i` gives the Slater determinant of
their amplitudes, without a normalising factor. -/
theorem antisymmetrizer_product {n d : ℕ} (v : Fin n → Fin d → ℂ) (s : Fin n → Fin d) :
    antisymmetrizer n d (fun t => ∏ i, v i (t i)) s
      = (Matrix.of fun a b => v b (s a)).det := by
  unfold antisymmetrizer
  rw [combination_apply, Matrix.det_apply']
  rfl
```

The function `fun t => ∏ i, v i (t i)` is the product state. Mathlib's determinant formula `Matrix.det_apply'` has the same order of indices as the sum derived above, so the two sides agree term by term. The states `v i` are arbitrary: they need be neither orthogonal nor normalised.

## The threshold at \(n = d\)

```lean
/-- With more particles than levels, the signed sum of all permutation operators vanishes. -/
theorem antisymmetrizer_eq_zero {n d : ℕ} (h : d < n) : antisymmetrizer n d = 0 := by
  refine LinearMap.ext fun ψ => funext fun s => ?_
  -- two particles must share a level
  obtain ⟨i, j, hij, hs⟩ := Fintype.exists_ne_map_eq_of_card_lt s (by simpa using h)
  exact pauli_principle ψ s hij hs
```

`Fintype.exists_ne_map_eq_of_card_lt` is the pigeonhole principle. It supplies two particles in one level for each configuration, and `pauli_principle` does the rest. For \(d = 0\) there are no configurations once \(n \ge 1\), and the statement holds trivially.

```lean
/-- The `n!` permutation operators on `n` particles with `d` levels each are linearly
independent exactly when there are at least as many levels as particles. -/
theorem linearIndependent_permOp_iff (n d : ℕ) :
    LinearIndependent ℂ (fun σ : Perm (Fin n) => (permOp σ : Module.End ℂ (State n d)))
      ↔ n ≤ d := by
  constructor
  · intro hli
    by_contra h
    -- the vanishing signed sum is a non-trivial linear relation
    have h1 := Fintype.linearIndependent_iff.mp hli sgn
      (antisymmetrizer_eq_zero (not_le.mp h)) 1
    simp [sgn] at h1
  · intro h
    refine Fintype.linearIndependent_iff.mpr fun c hc τ => ?_
    -- a configuration with all levels different tells the permutations apart
    obtain ⟨s, hs⟩ : ∃ s : Fin n → Fin d, Function.Injective s :=
      ⟨Fin.castLE h, Fin.castLE_injective h⟩
    have key : ∀ σ : Perm (Fin n), s ∘ σ = s ∘ τ ↔ σ = τ := fun σ =>
      ⟨fun e => Equiv.ext fun k => hs (congrFun e k), fun e => by rw [e]⟩
    have h1 := congrFun (LinearMap.congr_fun hc
      (fun t => if t = s ∘ τ then (1 : ℂ) else 0)) s
    rw [combination_apply] at h1
    simp only [key] at h1
    simpa using h1
```

The family is indexed by all permutations of `Fin n`, and its only parameters are the two numbers `n` and `d`. `Fintype.linearIndependent_iff` restates independence in the familiar way: a combination that vanishes has only zero coefficients.

In the first direction, independence is assumed together with \(n > d\). The vanishing signed sum would then force every sign to be zero, but the sign of the identity is 1.

In the second direction, `Fin.castLE h` places particle \(i\) in level \(i\), which gives a configuration with all levels different. The statement `key` says that such a configuration tells the permutations apart. The function with `if t = s ∘ τ` is the basis state of the derivation, and evaluating at `s` leaves only the coefficient of \(P_\tau\).

```lean
/-- The signed sum of all permutation operators on `n` copies of `ℂ^d` vanishes exactly
when `n` exceeds `d`. -/
theorem antisymmetrizer_eq_zero_iff (n d : ℕ) : antisymmetrizer n d = 0 ↔ d < n := by
  refine ⟨fun h0 => ?_, antisymmetrizer_eq_zero⟩
  by_contra h
  have h1 := Fintype.linearIndependent_iff.mp
    ((linearIndependent_permOp_iff n d).mpr (not_lt.mp h)) sgn h0 1
  simp [sgn] at h1

end

end PermutationOperators
```

One direction is the pigeonhole result. For the other, if \(A = 0\) while \(n \le d\), independence would again make the sign of the identity zero.

```lean
#print axioms PermutationOperators.antisymmetrizer_mul_self
#print axioms PermutationOperators.antisymmetrizer_product
#print axioms PermutationOperators.linearIndependent_permOp_iff
#print axioms PermutationOperators.antisymmetrizer_eq_zero_iff
```

```
'PermutationOperators.antisymmetrizer_mul_self' depends on axioms: [propext, Classical.choice, Quot.sound]
'PermutationOperators.antisymmetrizer_product' depends on axioms: [propext, Classical.choice, Quot.sound]
'PermutationOperators.linearIndependent_permOp_iff' depends on axioms: [propext, Classical.choice, Quot.sound]
'PermutationOperators.antisymmetrizer_eq_zero_iff' depends on axioms: [propext, Classical.choice, Quot.sound]
```

## Consequences for spin models and finite orbital sets

For a finite cluster of \(n\) spins with \(d\) states each, the theorem tells when the coefficients of a Hamiltonian written as a combination of all \(n!\) permutation operators are determined by the Hamiltonian itself: always for \(n \le d\), and never for \(n > d\), since any multiple of the signs can then be added to them. If only some of the operators are allowed, such as the pair exchanges, the coefficients can be unique for \(n > d\) as well. In electronic structure with a finite set of \(d\) spin orbitals, \(A = 0\) for \(n > d\) means that the set holds no non-zero antisymmetric state of more than \(d\) electrons, because \(A\psi = n!\,\psi\) for every antisymmetric \(\psi\).

For a real atom or magnet, the restriction to \(d\) levels per particle is an approximation. Whether the levels left out matter is a question of energies and couplings, and these do not appear in the theorems. Nor do the theorems say that a given Hamiltonian is a combination of permutation operators. The coupling of the spins to a magnetic field, for example, is not one, because it singles out a direction in spin space and the permutation operators do not.

## Tensor powers in place of amplitude functions

The state space could also have been modelled as the \(n\)-fold tensor power of an abstract one-particle space \(V\), with permutation operators that rearrange the tensor factors. The statements would then need no chosen basis, and \(d\) would be the dimension of \(V\). Double occupation would take the form that antisymmetrizing a product with two equal factors gives zero.

The proofs would change more than the results. An amplitude at a configuration would first have to be defined through a basis of \(V\), and the composition rule would no longer hold by unfolding definitions alone. Amplitude functions fix a basis from the start, which keeps the argument close to the occupation of levels.
